# Clausius-Mossotti: the Lorentz local field gives ε = (1 + 2x)/(1 − x) for x = 4πnα/3 ≠ 1

## A molecule among polarised neighbours

A molecule in a dense non-polar fluid is polarised by a local field, which differs from the average field E because the molecules around it are polarised too. Its dipole in turn contributes to the polarisation P that sets this difference. Is there exactly one self-consistent polarisation, and what permittivity ε results?

In Gaussian units, with number density n and molecular polarisability α, Lorentz's local field gives

P = nα(E + (4π/3)P),

and the permittivity is defined by

E + 4πP = εE.

Let x = 4πnα/3.

## One polarisation and one permittivity

For E ≠ 0 and x ≠ 1, `polarization_and_permittivity_iff` says that both equations hold exactly when

P = nα/(1 − x) E and ε = (1 + 2x)/(1 − x).

On 0 ≤ x < 1 this curve is strictly increasing, strictly convex and a bijection onto [1, ∞). For all x < 1 it satisfies ε ≥ 1 + 3x, with equality only at x = 0. Here 1 + 3x = 1 + 4πnα is the permittivity without the Lorentz correction, when each molecule responds to E alone.

In Lean, E and P are vectors in any real vector space `V`, while n, α and ε are real numbers of either sign. A scalar α means an isotropic, linear response. `reducedPolarizability n α` is x, and `LocalFieldEquation` and `HasPermittivity` are the two equations above. The function `permittivity` is the curve ε(x). E is the macroscopic field inside the medium, not the field of distant sources alone.

The term 4πP/3 is postulated. It is the extra field, beyond E, at the centre of a spherical cavity cut in a uniformly polarised medium, with the polarisation outside held fixed. It is the whole correction when the molecules inside the sphere contribute nothing on average, as in a cubic lattice of identical parallel point dipoles. Whether a real fluid satisfies this is the step from model to material that the hypotheses leave open.

Within this linear, isotropic model, the result converts a computed molecular polarisability and a number density into a bulk permittivity.

## Solving for P, then for ε

Collecting the terms in P gives

(1 − x)P = nαE,

and division by 1 − x gives P. For ε, multiply the local-field equation by 4π and insert 4πP = (ε − 1)E:

(ε − 1)E = 3xE + x(ε − 1)E = x(ε + 2)E.

Since E ≠ 0, ε − 1 = x(ε + 2). If ε + 2 were zero, ε would be both −2 and 1. Hence

(ε − 1)/(ε + 2) = x,

the Clausius-Mossotti relation. Solving for ε gives (1 + 2x)/(1 − x). Conversely, the stated P gives E + 4πP = (1 + 3x/(1 − x))E = εE.

## The shape of the curve

For 0 ≤ a < b < 1, cross-multiplication leaves

(1 + 2b)(1 − a) − (1 + 2a)(1 − b) = 3(b − a) > 0,

so ε increases. For a ≠ b in [0, 1), 0 < s < 1 and m = sa + (1 − s)b, the chord lies above the curve by

sε(a) + (1 − s)ε(b) − ε(m) = 3s(1 − s)(a − b)²/((1 − a)(1 − b)(1 − m)) > 0.

If 0 ≤ x < 1, then 1 + 2x ≥ 1 − x > 0, so ε ≥ 1. Conversely, any ε ≥ 1 is reached from x = (ε − 1)/(ε + 2), which lies in [0, 1); monotonicity makes this x unique. Finally,

ε(x) − (1 + 3x) = 3x²/(1 − x),

which is non-negative for x < 1 and vanishes only at x = 0.

## Vacuum, zero field and x = 1

At x = 0 there is no polarisation and ε = 1. If E = 0 and x ≠ 1, then P = 0 and every ε satisfies 0 = ε·0, so the permittivity is not unique. If x = 1, the local-field equation becomes P = nαE + P with nα = 3/(4π), which no P satisfies when E ≠ 0. This is the polarisation catastrophe. For x > 1 the equations again have one solution when E ≠ 0, with ε < −2, but at fixed E it is an unstable equilibrium of the model and not a physical static response.

## The Lean file and its algebra

```lean
import Mathlib

open Real Set

namespace ClausiusMossotti

noncomputable section

variable {V : Type*} [AddCommGroup V] [Module ℝ V]

/-- The dimensionless polarisability `x = 4π n α / 3` of a medium with number density `n` and
molecular polarisability `α` (Gaussian units). -/
def reducedPolarizability (n α : ℝ) : ℝ := 4 * π * n * α / 3

/-- The Lorentz local-field equation: each molecule responds to the macroscopic field `E` plus the
Lorentz correction `4πP/3`. -/
def LocalFieldEquation (n α : ℝ) (E P : V) : Prop :=
  P = (n * α) • (E + (4 * π / 3) • P)

/-- The displacement `E + 4πP` equals `ε E`. -/
def HasPermittivity (E P : V) (ε : ℝ) : Prop :=
  E + (4 * π) • P = ε • E

/-- The permittivity curve `(1 + 2x) / (1 - x)`, for `x ≠ 1`. -/
def permittivity (x : ℝ) : ℝ := (1 + 2 * x) / (1 - x)

/-- For `x ≠ 1` the local-field equation has exactly one solution, `P = n α E / (1 - x)`. -/
theorem localField_iff {n α : ℝ} (hx : reducedPolarizability n α ≠ 1) (E P : V) :
    LocalFieldEquation n α E P ↔
      P = (n * α / (1 - reducedPolarizability n α)) • E := by
  have hx' : 1 - reducedPolarizability n α ≠ 0 := sub_ne_zero.mpr hx.symm
  constructor
  · intro h
    -- collect the terms in P
    have h1 : (1 - reducedPolarizability n α) • P = (n * α) • E := by
      unfold LocalFieldEquation at h
      unfold reducedPolarizability
      linear_combination (norm := module) h
    calc P = (1 - reducedPolarizability n α)⁻¹ • ((1 - reducedPolarizability n α) • P) := by
          rw [smul_smul, inv_mul_cancel₀ hx', one_smul]
      _ = (n * α / (1 - reducedPolarizability n α)) • E := by
          rw [h1, smul_smul]
          congr 1
          ring
  · intro h
    have hc : n * α / (1 - reducedPolarizability n α) * (1 - reducedPolarizability n α)
        = n * α := div_mul_cancel₀ _ hx'
    unfold LocalFieldEquation
    rw [h]
    generalize n * α / (1 - reducedPolarizability n α) = c at hc ⊢
    unfold reducedPolarizability at hc
    linear_combination (norm := module) hc • E

/-- The Clausius-Mossotti relation: in a nonzero field, a medium obeying the local-field equation
with permittivity `ε` has `ε + 2 ≠ 0` and `(ε - 1) / (ε + 2) = 4π n α / 3`. -/
theorem clausius_mossotti_relation {n α ε : ℝ} {E P : V} (hE : E ≠ 0)
    (hP : LocalFieldEquation n α E P) (hε : HasPermittivity E P ε) :
    ε + 2 ≠ 0 ∧ (ε - 1) / (ε + 2) = reducedPolarizability n α := by
  -- eliminate P between the two equations
  have h : (ε - 1 - reducedPolarizability n α * (ε + 2)) • E = 0 := by
    unfold LocalFieldEquation at hP
    unfold HasPermittivity at hε
    unfold reducedPolarizability
    linear_combination (norm := module) (4 * π) • hP + (4 * π * n * α / 3 - 1) • hε
  have h0 := (smul_eq_zero.mp h).resolve_right hE
  have hne : ε + 2 ≠ 0 := by
    intro h2
    rw [h2, mul_zero] at h0
    linarith
  exact ⟨hne, (div_eq_iff hne).mpr (by linarith)⟩

/-- In a nonzero field and for `x ≠ 1`, the local-field equation and the definition of the
permittivity together determine `P = n α E / (1 - x)` and `ε = (1 + 2x) / (1 - x)`, and these
values solve both. -/
theorem polarization_and_permittivity_iff {n α ε : ℝ} {E P : V} (hE : E ≠ 0)
    (hx : reducedPolarizability n α ≠ 1) :
    (LocalFieldEquation n α E P ∧ HasPermittivity E P ε) ↔
      (P = (n * α / (1 - reducedPolarizability n α)) • E ∧
        ε = permittivity (reducedPolarizability n α)) := by
  have hx' : 1 - reducedPolarizability n α ≠ 0 := sub_ne_zero.mpr hx.symm
  constructor
  · rintro ⟨hP, hε⟩
    refine ⟨(localField_iff hx E P).mp hP, ?_⟩
    obtain ⟨hne, hr⟩ := clausius_mossotti_relation hE hP hε
    have h1 := (div_eq_iff hne).mp hr
    unfold permittivity
    rw [eq_div_iff hx']
    linear_combination h1
  · rintro ⟨hP, hε⟩
    refine ⟨(localField_iff hx E P).mpr hP, ?_⟩
    have hc : n * α / (1 - reducedPolarizability n α) * (1 - reducedPolarizability n α)
        = n * α := div_mul_cancel₀ _ hx'
    have he : ε * (1 - reducedPolarizability n α) = 1 + 2 * reducedPolarizability n α := by
      rw [hε]
      exact div_mul_cancel₀ _ hx'
    have hd : reducedPolarizability n α = 4 * π * n * α / 3 := rfl
    have h1 : 1 + 4 * π * (n * α / (1 - reducedPolarizability n α)) = ε := by
      apply mul_right_cancel₀ hx'
      linear_combination 4 * π * hc - he - 3 * hd
    unfold HasPermittivity
    rw [hP]
    linear_combination (norm := module) h1 • E

/-- Polarisation catastrophe: at `x = 1` no polarisation satisfies the local-field equation in a
nonzero macroscopic field. -/
theorem polarization_catastrophe {n α : ℝ} {E : V} (hE : E ≠ 0)
    (hx : reducedPolarizability n α = 1) (P : V) : ¬ LocalFieldEquation n α E P := by
  intro hP
  unfold LocalFieldEquation at hP
  unfold reducedPolarizability at hx
  have h : (n * α) • E = 0 := by
    linear_combination (norm := module) (-1 : ℝ) • hP - hx • P
  have h0 := (smul_eq_zero.mp h).resolve_right hE
  have h1 : (0 : ℝ) = 1 := by linear_combination hx - 4 * π / 3 * h0
  exact zero_ne_one h1

/-- The permittivity increases strictly with `x` on `[0, 1)`. -/
theorem permittivity_strictMonoOn : StrictMonoOn permittivity (Ico 0 1) := by
  intro a ha b hb hab
  unfold permittivity
  rw [div_lt_div_iff₀ (by linarith [ha.2]) (by linarith [hb.2])]
  nlinarith

/-- The permittivity is a strictly convex function of `x` on `[0, 1)`. -/
theorem permittivity_strictConvexOn : StrictConvexOn ℝ (Ico 0 1) permittivity := by
  refine ⟨convex_Ico 0 1, ?_⟩
  intro a ha b hb hab s t hs ht hst
  obtain rfl : t = 1 - s := by linarith
  have hu : 0 < 1 - a := by linarith [ha.2]
  have hv : 0 < 1 - b := by linarith [hb.2]
  have hw : 0 < 1 - (s * a + (1 - s) * b) := by
    nlinarith [mul_pos hs hu, mul_pos ht hv]
  -- the gap between chord and curve
  have key : s * ((1 + 2 * a) / (1 - a)) + (1 - s) * ((1 + 2 * b) / (1 - b))
      - (1 + 2 * (s * a + (1 - s) * b)) / (1 - (s * a + (1 - s) * b))
      = 3 * s * (1 - s) * (a - b) ^ 2
        / ((1 - a) * (1 - b) * (1 - (s * a + (1 - s) * b))) := by
    rw [← mul_div_assoc, ← mul_div_assoc, div_add_div _ _ hu.ne' hv.ne',
      div_sub_div _ _ (mul_pos hu hv).ne' hw.ne',
      div_eq_div_iff (mul_pos (mul_pos hu hv) hw).ne' (mul_pos (mul_pos hu hv) hw).ne']
    ring
  have hsq : 0 < (a - b) ^ 2 := pow_pos_of_ne (sub_ne_zero.mpr hab)
  have hpos : 0 < 3 * s * (1 - s) * (a - b) ^ 2
      / ((1 - a) * (1 - b) * (1 - (s * a + (1 - s) * b))) :=
    div_pos (mul_pos (mul_pos (by linarith) ht) hsq) (mul_pos (mul_pos hu hv) hw)
  simp only [smul_eq_mul, permittivity]
  linarith
where
  pow_pos_of_ne {y : ℝ} (hy : y ≠ 0) : 0 < y ^ 2 := by positivity

/-- Every permittivity `ε ≥ 1` belongs to exactly one `x` in `[0, 1)`, and every such `x` gives
a permittivity of at least `1`. -/
theorem permittivity_bijOn : BijOn permittivity (Ico 0 1) (Ici 1) := by
  refine ⟨?_, permittivity_strictMonoOn.injOn, ?_⟩
  · intro x hx
    change 1 ≤ (1 + 2 * x) / (1 - x)
    rw [le_div_iff₀ (by linarith [hx.2])]
    linarith [hx.1]
  · intro ε hε
    have h1 : 1 ≤ ε := hε
    have h2 : 0 < ε + 2 := by linarith
    -- the preimage is read off from the Clausius-Mossotti relation
    have hx0 : 0 ≤ (ε - 1) / (ε + 2) := div_nonneg (by linarith) h2.le
    have hx1 : (ε - 1) / (ε + 2) < 1 := (div_lt_one h2).mpr (by linarith)
    have hm : (ε - 1) / (ε + 2) * (ε + 2) = ε - 1 := div_mul_cancel₀ _ h2.ne'
    refine ⟨(ε - 1) / (ε + 2), ⟨hx0, hx1⟩, ?_⟩
    unfold permittivity
    rw [div_eq_iff (by linarith)]
    linear_combination hm

/-- For `x < 1` the permittivity is at least the dilute-gas value `1 + 3x`, with equality only
at `x = 0`. -/
theorem dilute_gas_bound {x : ℝ} (hx : x < 1) :
    1 + 3 * x ≤ permittivity x ∧ (permittivity x = 1 + 3 * x ↔ x = 0) := by
  have h : 0 < 1 - x := by linarith
  unfold permittivity
  constructor
  · rw [le_div_iff₀ h]
    nlinarith [sq_nonneg x]
  · rw [div_eq_iff h.ne']
    constructor
    · intro h1
      have h2 : x ^ 2 = 0 := by linear_combination h1 / 3
      exact pow_eq_zero_iff two_ne_zero |>.mp h2
    · rintro rfl
      norm_num

end

end ClausiusMossotti
```

```lean
#print axioms ClausiusMossotti.clausius_mossotti_relation
-- 'ClausiusMossotti.clausius_mossotti_relation' depends on axioms: [propext, Classical.choice, Quot.sound]
#print axioms ClausiusMossotti.polarization_and_permittivity_iff
-- 'ClausiusMossotti.polarization_and_permittivity_iff' depends on axioms: [propext, Classical.choice, Quot.sound]
#print axioms ClausiusMossotti.permittivity_bijOn
-- 'ClausiusMossotti.permittivity_bijOn' depends on axioms: [propext, Classical.choice, Quot.sound]
#print axioms ClausiusMossotti.dilute_gas_bound
-- 'ClausiusMossotti.dilute_gas_bound' depends on axioms: [propext, Classical.choice, Quot.sound]
```

`localField_iff` collects the terms in P and multiplies by (1 − x)⁻¹; its converse substitutes the solution back. In `clausius_mossotti_relation`, `linear_combination (norm := module)` eliminates P between the two vector equations, and `smul_eq_zero` then removes the nonzero E. The main theorem combines these two results, and checks its converse after multiplying the scalar identity for ε by 1 − x. `polarization_catastrophe` derives nαE = 0 and hence 0 = 1.

For the curve, `permittivity_strictMonoOn` cross-multiplies and leaves the inequality to `nlinarith`. In `permittivity_strictConvexOn`, `key` is the chord-gap identity, whose right-hand side is shown to be positive. `permittivity_bijOn` takes injectivity from monotonicity and supplies the preimage (ε − 1)/(ε + 2). `dilute_gas_bound` clears the denominator, so that both the inequality and the equality case reduce to facts about x².
